# Karle–Hauptman positivity for point atoms with nonnegative scattering factors

## Structure factors and the matrix of their differences

Let finitely many atoms, labelled by $j$, sit at positions $r_j$ and carry real scattering factors $f_j$. For a scattering vector $h$, define the plane wave and the structure factor by

$$w(h,r)=e^{2\pi i\,h\cdot r},\qquad F(h)=\sum_j f_j\,w(h,r_j).$$

The factor $2\pi$ is written explicitly. If $r_j$ are fractional coordinates in a unit cell, the components of $h$ are Miller indices at the Bragg reflections, but any real components are allowed.

For a finite family of scattering vectors $h_a$, the Karle–Hauptman matrix $M$ has the entries $M_{ab}=F(h_a-h_b)$. The claim is that if every $f_j\ge 0$, then $M$ is Hermitian and positive semidefinite, so its determinant is real and nonnegative.

The condition $f_j\ge0$ stands for scatterers that all scatter with the same sign, as electrons do for X-rays away from resonance. Neutron scattering lengths can be negative. Real $f_j$ exclude the imaginary part that anomalous scattering adds, and $f_j$ independent of $h$ means point atoms, without the fall-off caused by atomic size and thermal motion. The Karle–Hauptman theorem is usually stated for a nonnegative electron density; the version here concerns a finite sum of point scatterers.

## Positivity as a sum of squares over atoms

The exponential turns a difference of vectors into a product:

$$w(h-k,r)=e^{2\pi i\,h\cdot r}e^{-2\pi i\,k\cdot r}=w(h,r)\,\overline{w(k,r)}.$$

Setting the first vector to zero gives $w(-h,r)=\overline{w(h,r)}$. Since the $f_j$ are real, Friedel's law $F(-h)=\overline{F(h)}$ follows. Hence $\overline{M_{ba}}=\overline{F(h_b-h_a)}=F(h_a-h_b)=M_{ab}$, and $M$ is Hermitian.

For any complex coefficients $x_a$,

$$\begin{aligned}
\sum_{a,b}\overline{x_a}\,M_{ab}\,x_b
&=\sum_j f_j\sum_{a,b}\overline{x_a}\,w(h_a,r_j)\,\overline{w(h_b,r_j)}\,x_b\\
&=\sum_j f_j\,\Bigl|\sum_a\overline{x_a}\,w(h_a,r_j)\Bigr|^2 .
\end{aligned}$$

Each term of the double sum is a factor depending on $a$ times a factor depending on $b$, so the double sum is a product of two sums. These are complex conjugates of each other, which gives the squared modulus. With $f_j\ge0$ every term is nonnegative. The eigenvalues of $M$ are then real and nonnegative, and so is their product, the determinant.

## Three vectors and the triplet phase

Take the vectors $0,h,k$ and write $S=F(0)=\sum_j f_j$. Then

$$M=\begin{pmatrix}S&F(-h)&F(-k)\\F(h)&S&F(h-k)\\F(k)&F(k-h)&S\end{pmatrix}.$$

Besides $S^3$, the determinant contains the cyclic product $T=F(-h)F(h-k)F(k)$, its conjugate $F(-k)F(h)F(k-h)$, and three negative terms, each $S$ times a squared modulus. Therefore

$$\det M=S^3+2\,\mathrm{Re}\,T-S\bigl(|F(h)|^2+|F(k)|^2+|F(h-k)|^2\bigr)\ge0 .$$

For finitely many point atoms with constant nonnegative weights, this can restrict a phase that diffraction intensities alone leave open. In a calculation with $S>0$, one divides by $S^3$ and uses the unitary structure factors $U=F/S$. If $\Phi$ is the phase of $T$, the inequality reads

$$1+2\,|U(h)U(k)U(h-k)|\cos\Phi\ \ge\ |U(h)|^2+|U(k)|^2+|U(h-k)|^2 .$$

If all three moduli are $0.7$, then $\cos\Phi\ge0.47/0.686\approx0.69$. In a centrosymmetric structure with the origin at a centre, where $\cos\Phi=\pm1$, the triplet sign must be positive. If all three are $0.3$, the inequality holds for every $\Phi$ and says nothing about the phase.

In code, the same result gives a test for a structure-factor routine in this model: fill $M$ from the computed $F$, check that it is Hermitian, and check that its smallest eigenvalue is not negative beyond rounding error.

## Fewer atoms than vectors

The matrix is a product $M=WV$ with $W_{aj}=f_j\,w(h_a,r_j)$ and $V_{jb}=\overline{w(h_b,r_j)}$. Its rank is at most the number of atoms. If there are more vectors than atoms, $M$ is singular and $\det M=0$, whatever the signs of the $f_j$. For three vectors and at most two atoms, the triplet inequality is thus an equality.

## The definitions in Lean

The index types `d`, `J` and `A` label Cartesian or fractional components, atoms and scattering vectors. All three are finite and otherwise arbitrary, so the dimension of space is not fixed.

```lean
import Mathlib

open Matrix
open scoped ComplexConjugate ComplexOrder

namespace KarleHauptman

noncomputable section

variable {d J A : Type*} [Fintype d] [Fintype J] [Fintype A]
```

Opening `ComplexOrder` gives $0\le z$ for complex $z$ the meaning "$z$ is real and nonnegative". Positions and scattering vectors are both functions `d → ℝ`, and `⬝ᵥ` is their dot product.

```lean
/-- The plane wave `exp(2πi h·r)` with scattering vector `h`, evaluated at the position `r`. -/
def planeWave (h r : d → ℝ) : ℂ :=
  Complex.exp (((2 * Real.pi * (h ⬝ᵥ r) : ℝ) : ℂ) * Complex.I)
```

The scattering factors enter as a function `f : J → ℝ`, which builds in that they are real and independent of `h`. No sign is imposed yet.

```lean
/-- The structure factor `F(h) = ∑ j, f_j exp(2πi h·r_j)` of atoms with real scattering
factors `f_j` at positions `r_j`. -/
def structureFactor (f : J → ℝ) (r : J → d → ℝ) (h : d → ℝ) : ℂ :=
  ∑ j, (f j : ℂ) * planeWave h (r j)
```

The family of scattering vectors is a function `h : A → d → ℝ`. Its members need not be distinct.

```lean
/-- The Karle-Hauptman matrix, with entries `F(h_a - h_b)`. -/
def khMatrix (f : J → ℝ) (r : J → d → ℝ) (h : A → d → ℝ) : Matrix A A ℂ :=
  Matrix.of fun a b => structureFactor f r (h a - h b)
```

## Factorisation and Friedel's law

The first lemma is the product rule for plane waves. The proof moves the conjugation into the exponent, merges the two exponentials and compares exponents.

```lean
/-- The plane wave of a difference of scattering vectors is the product of one wave with the
complex conjugate of the other. -/
theorem planeWave_sub (h k r : d → ℝ) :
    planeWave (h - k) r = planeWave h r * conj (planeWave k r) := by
  unfold planeWave
  rw [← Complex.exp_conj, ← Complex.exp_add, sub_dotProduct]
  congr 1
  simp only [map_mul, Complex.conj_ofReal, Complex.conj_I]
  push_cast
  ring
```

At $h=0$ every wave equals one, which gives the diagonal entry $S$.

```lean
/-- In the forward direction the structure factor is the sum of all scattering factors. -/
theorem structureFactor_zero (f : J → ℝ) (r : J → d → ℝ) :
    structureFactor f r 0 = ((∑ j, f j : ℝ) : ℂ) := by
  simp [structureFactor, planeWave]
```

Friedel's law is proved atom by atom, by writing $-h$ as $0-h$ and applying the product rule, as in the derivation above.

```lean
/-- Friedel's law: for real scattering factors, `F(-h)` is the complex conjugate of `F(h)`. -/
theorem friedel (f : J → ℝ) (r : J → d → ℝ) (h : d → ℝ) :
    structureFactor f r (-h) = conj (structureFactor f r h) := by
  unfold structureFactor
  rw [map_sum]
  refine Finset.sum_congr rfl fun j _ => ?_
  have h0 : planeWave (0 : d → ℝ) (r j) = 1 := by simp [planeWave]
  rw [← zero_sub, planeWave_sub, h0, one_mul, map_mul, Complex.conj_ofReal]
```

## The quadratic form and positive semidefiniteness

The next theorem is the sum-of-squares identity. Its left side, `star x ⬝ᵥ (khMatrix f r h *ᵥ x)`, is $\sum_{a,b}\overline{x_a}M_{ab}x_b$, and `Complex.normSq` is the squared modulus. The auxiliary statement `key` expands the square at one atom into a double sum over $a$ and $b$. The two uses of `Finset.sum_comm` then carry the sum over atoms inside, where the terms match those of the matrix product. The identity holds for real $f_j$ of either sign.

```lean
/-- The quadratic form of the Karle-Hauptman matrix is a sum over atoms of the scattering
factor times the squared modulus of a superposition of plane waves at that atom. -/
theorem quadraticForm_eq (f : J → ℝ) (r : J → d → ℝ) (h : A → d → ℝ) (x : A → ℂ) :
    star x ⬝ᵥ (khMatrix f r h *ᵥ x) =
      ((∑ j, f j * Complex.normSq (∑ a, conj (x a) * planeWave (h a) (r j)) : ℝ) : ℂ) := by
  -- expand the squared modulus at each atom into a double sum over scattering vectors
  have key : ∀ j, ((f j * Complex.normSq
      (∑ a, conj (x a) * planeWave (h a) (r j)) : ℝ) : ℂ) =
      ∑ a, ∑ b, (f j : ℂ) * ((conj (x a) * planeWave (h a) (r j)) *
        (x b * conj (planeWave (h b) (r j)))) := by
    intro j
    rw [Complex.ofReal_mul, ← Complex.mul_conj, map_sum, Finset.sum_mul_sum, Finset.mul_sum]
    refine Finset.sum_congr rfl fun a _ => ?_
    rw [Finset.mul_sum]
    refine Finset.sum_congr rfl fun b _ => ?_
    rw [map_mul, Complex.conj_conj]
  -- exchange the sum over atoms with the sums over scattering vectors
  rw [Complex.ofReal_sum, Finset.sum_congr rfl (fun j _ => key j), Finset.sum_comm]
  simp only [dotProduct, Matrix.mulVec, Pi.star_apply]
  refine Finset.sum_congr rfl fun a _ => ?_
  rw [Finset.sum_comm, Finset.mul_sum]
  refine Finset.sum_congr rfl fun b _ => ?_
  simp only [khMatrix, Matrix.of_apply, structureFactor]
  rw [Finset.sum_mul, Finset.mul_sum]
  refine Finset.sum_congr rfl fun j _ => ?_
  rw [planeWave_sub]
  simp only [starRingEnd_apply]
  ring
```

The hypothesis `hf` now supplies $f_j\ge0$. Mathlib's `PosSemidef` includes Hermiticity, so the proof has two parts: Friedel's law for the first, and a sum of nonnegative terms for the second.

```lean
/-- Karle-Hauptman positivity for finitely many point atoms: for nonnegative scattering factors and
any finite family of scattering vectors, the matrix `F(h_a - h_b)` is Hermitian and positive
semidefinite. -/
theorem khMatrix_posSemidef (f : J → ℝ) (hf : ∀ j, 0 ≤ f j) (r : J → d → ℝ)
    (h : A → d → ℝ) : (khMatrix f r h).PosSemidef := by
  refine Matrix.PosSemidef.of_dotProduct_mulVec_nonneg ?_ fun x => ?_
  · -- Hermiticity is Friedel's law
    ext a b
    change conj (structureFactor f r (h b - h a)) = structureFactor f r (h a - h b)
    rw [← friedel, neg_sub]
  · rw [quadraticForm_eq]
    exact Complex.zero_le_real.mpr
      (Finset.sum_nonneg fun j _ => mul_nonneg (hf j) (Complex.normSq_nonneg _))
```

The determinant statement is given as two facts about real numbers: the imaginary part is zero and the real part is nonnegative. It holds for any finite number of vectors.

```lean
/-- For nonnegative scattering factors, every Karle-Hauptman determinant is real and
nonnegative. -/
theorem khMatrix_det [DecidableEq A] (f : J → ℝ) (hf : ∀ j, 0 ≤ f j) (r : J → d → ℝ)
    (h : A → d → ℝ) : (khMatrix f r h).det.im = 0 ∧ 0 ≤ (khMatrix f r h).det.re := by
  have hdet := Complex.nonneg_iff.mp (khMatrix_posSemidef f hf r h).det_nonneg
  exact ⟨hdet.2.symm, hdet.1⟩
```

## The triplet inequality in Lean

The theorem is the determinant inequality for $0,h,k$ with the negative terms moved to the left. It is stated without division by $S$, so it also covers the case $S=0$. In the proof, `alg` expands the real part of a Hermitian $3\times3$ determinant with constant diagonal, where `u`, `v` and `g` play the roles of $F(h)$, $F(k)$ and $F(h-k)$. The statement `hM` identifies the Karle–Hauptman matrix with that form, entry by entry. The general determinant theorem then gives the sign, and `linarith` rearranges the terms.

```lean
/-- The third-order inequality for the vectors `0, h, k` and nonnegative scattering factors with sum
`S`: `S` times the sum of the squared moduli of `F(h)`, `F(k)` and `F(h-k)` is at most `S ^ 3` plus
twice the real part of the triplet product `F(-h) F(h-k) F(k)`. -/
theorem triplet_inequality (f : J → ℝ) (hf : ∀ j, 0 ≤ f j) (r : J → d → ℝ)
    (h k : d → ℝ) :
    (∑ j, f j) * (‖structureFactor f r h‖ ^ 2 + ‖structureFactor f r k‖ ^ 2
        + ‖structureFactor f r (h - k)‖ ^ 2) ≤
      (∑ j, f j) ^ 3 + 2 * (structureFactor f r (-h) * structureFactor f r (h - k)
        * structureFactor f r k).re := by
  -- the determinant of a Hermitian 3 × 3 matrix with constant diagonal
  have alg : ∀ (s : ℝ) (u v g : ℂ),
      (!![(s : ℂ), conj u, conj v; u, (s : ℂ), g; v, conj g, (s : ℂ)]).det.re =
        s ^ 3 + 2 * (conj u * g * v).re
          - s * (Complex.normSq u + Complex.normSq v + Complex.normSq g) := by
    intro s u v g
    rw [Matrix.det_fin_three]
    simp [Complex.normSq_apply]
    ring
  have hkh : structureFactor f r (k - h) = conj (structureFactor f r (h - k)) := by
    rw [← friedel, neg_sub]
  have hM : khMatrix f r ![0, h, k] =
      !![((∑ j, f j : ℝ) : ℂ), conj (structureFactor f r h), conj (structureFactor f r k);
        structureFactor f r h, ((∑ j, f j : ℝ) : ℂ), structureFactor f r (h - k);
        structureFactor f r k, conj (structureFactor f r (h - k)),
          ((∑ j, f j : ℝ) : ℂ)] := by
    ext i j
    fin_cases i <;> fin_cases j <;>
      simp [khMatrix, structureFactor_zero, friedel, hkh]
  have hdet := (khMatrix_det f hf r ![0, h, k]).2
  rw [hM, alg] at hdet
  rw [friedel, Complex.sq_norm, Complex.sq_norm, Complex.sq_norm]
  linarith
```

## The vanishing determinant in Lean

The last theorem assumes only that there are fewer atoms than vectors; `hf` is absent. The matrices `W` and `V` are those of the factorisation above, and `hfac` proves $M=WV$ from the product rule. The proof then argues by contradiction: a nonzero determinant would make the rank equal to the number of vectors, while the factorisation bounds it by the number of atoms.

```lean
/-- With fewer atoms than scattering vectors, the Karle-Hauptman determinant vanishes. -/
theorem khMatrix_det_eq_zero [DecidableEq A] (f : J → ℝ) (r : J → d → ℝ) (h : A → d → ℝ)
    (hcard : Fintype.card J < Fintype.card A) : (khMatrix f r h).det = 0 := by
  -- the matrix factors through the space of atoms
  let W : Matrix A J ℂ := Matrix.of fun a j => (f j : ℂ) * planeWave (h a) (r j)
  let V : Matrix J A ℂ := Matrix.of fun j b => conj (planeWave (h b) (r j))
  have hfac : khMatrix f r h = W * V := by
    ext a b
    simp only [khMatrix, structureFactor, W, V, Matrix.mul_apply, Matrix.of_apply]
    refine Finset.sum_congr rfl fun j _ => ?_
    rw [planeWave_sub, mul_assoc]
  by_contra hne
  -- a nonzero determinant would force full rank
  have hfull := Matrix.rank_of_isUnit (khMatrix f r h)
    ((Matrix.isUnit_iff_isUnit_det _).mpr (isUnit_iff_ne_zero.mpr hne))
  have h1 : (W * V).rank ≤ W.rank := Matrix.rank_mul_le_left W V
  have h2 : W.rank ≤ Fintype.card J := Matrix.rank_le_card_width W
  rw [hfac] at hfull
  omega

end

end KarleHauptman
```

```lean
#print axioms KarleHauptman.khMatrix_posSemidef
#print axioms KarleHauptman.triplet_inequality
#print axioms KarleHauptman.khMatrix_det_eq_zero
```

```
'KarleHauptman.khMatrix_posSemidef' depends on axioms: [propext, Classical.choice, Quot.sound]
'KarleHauptman.triplet_inequality' depends on axioms: [propext, Classical.choice, Quot.sound]
'KarleHauptman.khMatrix_det_eq_zero' depends on axioms: [propext, Classical.choice, Quot.sound]
```
